# Under cooling as c/log k with c below the barrier height, the trapping probability stays above a positive constant

A system sits behind a barrier of height `D` and at each step escapes with the Arrhenius probability exp(−D/T), the temperature being in energy units. The trapping probability is defined as the product of the staying probabilities over steps 2 to `N`, and `trapped_forever` states that for the schedule T = c/log k with 0 < c < D it is bounded below by one positive constant for all `N`. Along this schedule the escape probability at step k is k^(−D/c), whose sum over k converges because D/c > 1. The proof starts from the exponential lower bound of `trapProb_bounds`, in which the finite sum of escape probabilities is divided by one minus the escape probability at step 2, the hottest step. Replacing the finite sum by the full series can only lower this bound, because that divisor is positive.

An attempt in Lean 4 with a fault in it:

```lean
import Mathlib

open Filter Topology

namespace TrappedForever

noncomputable section

/-- Arrhenius probability of crossing a barrier `D` in one step at temperature `T > 0`. -/
def escapeProb (D T : ℝ) : ℝ := Real.exp (-D / T)

/-- Probability of still being trapped behind the barrier `D` after the steps `2, ..., N`
of the temperature schedule `T`, taken positive at these steps. -/
def trapProb (D : ℝ) (T : ℕ → ℝ) (N : ℕ) : ℝ :=
  ∏ k ∈ Finset.Icc 2 N, (1 - escapeProb D (T k))

/-- The logarithmic cooling schedule `c / log k`, meant for steps `k ≥ 2`. -/
def logSchedule (c : ℝ) (k : ℕ) : ℝ := c / Real.log k

/-- If the escape probability `p` of a step is non-negative and at most `q < 1`, the
probability of staying is at least `exp (-p / (1 - q))`. -/
theorem exp_le_stay {p q : ℝ} (hp : 0 ≤ p) (hpq : p ≤ q) (hq : q < 1) :
    Real.exp (-(p / (1 - q))) ≤ 1 - p := by
  have hq' : 0 < 1 - q := by linarith
  have hy : 0 ≤ p / (1 - q) := div_nonneg hp hq'.le
  have hyq : p / (1 - q) * (1 - q) = p := div_mul_cancel₀ p hq'.ne'
  have he := Real.add_one_le_exp (p / (1 - q))
  -- the staying probability times the growing exponential is at least one
  have h1 : 1 ≤ (1 - p) * Real.exp (p / (1 - q)) := by
    have h2 : (1 - p) * (p / (1 - q) + 1) ≤ (1 - p) * Real.exp (p / (1 - q)) :=
      mul_le_mul_of_nonneg_left he (by linarith)
    have h3 : 0 ≤ p / (1 - q) * (q - p) := mul_nonneg hy (by linarith)
    linarith
  rw [Real.exp_neg, inv_eq_one_div, div_le_iff₀ (Real.exp_pos _)]
  exact h1

/-- For a barrier `D > 0` and positive temperatures bounded by `Tmax`, the trapping
probability lies between two exponentials of the summed escape probabilities. -/
theorem trapProb_bounds {D Tmax : ℝ} {T : ℕ → ℝ} (hD : 0 < D)
    (hT : ∀ k, 2 ≤ k → 0 < T k ∧ T k ≤ Tmax) (N : ℕ) :
    Real.exp (-((∑ k ∈ Finset.Icc 2 N, escapeProb D (T k)) / (1 - escapeProb D Tmax)))
        ≤ trapProb D T N ∧
      trapProb D T N ≤ Real.exp (-∑ k ∈ Finset.Icc 2 N, escapeProb D (T k)) := by
  have hm : 0 < Tmax := (hT 2 le_rfl).1.trans_le (hT 2 le_rfl).2
  have hq : escapeProb D Tmax < 1 :=
    Real.exp_lt_one_iff.2 (div_neg_of_neg_of_pos (by linarith) hm)
  -- escape is easiest at the highest temperature
  have hp : ∀ k ∈ Finset.Icc 2 N, escapeProb D (T k) ≤ escapeProb D Tmax := by
    intro k hk
    obtain ⟨h0, h1⟩ := hT k (Finset.mem_Icc.1 hk).1
    apply Real.exp_le_exp.2
    rw [neg_div, neg_div]
    exact neg_le_neg (div_le_div_of_nonneg_left hD.le h0 h1)
  constructor
  · rw [Finset.sum_div, ← Finset.sum_neg_distrib, Real.exp_sum]
    exact Finset.prod_le_prod (fun k _ => (Real.exp_pos _).le)
      (fun k hk => exp_le_stay (Real.exp_pos _).le (hp k hk) hq)
  · rw [← Finset.sum_neg_distrib, Real.exp_sum]
    exact Finset.prod_le_prod (fun k hk => by linarith [hp k hk])
      (fun k _ => Real.one_sub_le_exp_neg _)

/-- For `c > 0` and `k ≥ 2` the logarithmic schedule has a positive temperature, at most that
of step 2, and the escape probability is the power law `k ^ (-D / c)`. -/
theorem logSchedule_escape {c : ℝ} (D : ℝ) (hc : 0 < c) {k : ℕ} (hk : 2 ≤ k) :
    (0 < logSchedule c k ∧ logSchedule c k ≤ logSchedule c 2) ∧
      escapeProb D (logSchedule c k) = (k : ℝ) ^ (-(D / c)) := by
  have hk2 : ((2 : ℕ) : ℝ) ≤ k := Nat.cast_le.2 hk
  have h2 : 0 < Real.log ((2 : ℕ) : ℝ) := Real.log_pos (by norm_num)
  have hl : Real.log ((2 : ℕ) : ℝ) ≤ Real.log k := Real.log_le_log (by norm_num) hk2
  have hL : 0 < Real.log k := h2.trans_le hl
  have hk0 : (0 : ℝ) < k := Nat.cast_pos.2 (by omega)
  refine ⟨⟨div_pos hc hL, div_le_div_of_nonneg_left hc.le h2 hl⟩, ?_⟩
  rw [escapeProb, logSchedule, Real.rpow_def_of_pos hk0]
  congr 1
  field_simp

/-- If `0 < c < D`, the trapping probability under the schedule `c / log k` stays above a
positive constant for all times. -/
theorem trapped_forever {c D : ℝ} (hc : 0 < c) (hcD : c < D) :
    ∃ ε : ℝ, 0 < ε ∧ ∀ N, ε ≤ trapProb D (logSchedule c) N := by
  have hD : 0 < D := hc.trans hcD
  have ha : 1 < D / c := (one_lt_div hc).2 hcD
  have hsum : Summable (fun k : ℕ => (k : ℝ) ^ (-(D / c))) :=
    Real.summable_nat_rpow.2 (by linarith)
  have hq : 0 < 1 - escapeProb D (logSchedule c 2) :=
    sub_pos.2 (Real.exp_lt_one (div_neg_of_neg_of_pos (by linarith)
      (logSchedule_escape D hc le_rfl).1.1))
  refine ⟨Real.exp (-((∑' k : ℕ, (k : ℝ) ^ (-(D / c))) /
    (1 - escapeProb D (logSchedule c 2)))), Real.exp_pos _, fun N => ?_⟩
  refine le_trans ?_
    (trapProb_bounds hD (fun k hk => (logSchedule_escape D hc hk).1) N).1
  -- the finite sum of escape probabilities is at most the convergent series
  have hle : ∑ k ∈ Finset.Icc 2 N, escapeProb D (logSchedule c k) ≤
      ∑' k : ℕ, (k : ℝ) ^ (-(D / c)) := by
    rw [Finset.sum_congr rfl fun k hk =>
      (logSchedule_escape D hc (Finset.mem_Icc.1 hk).1).2]
    exact hsum.sum_le_tsum _ (fun k _ => Real.rpow_nonneg (Nat.cast_nonneg k) _)
  exact Real.exp_le_exp.2 (neg_le_neg (div_le_div_of_nonneg_right hle hq.le))

end

end TrappedForever
```

The compiler's answer:

```
Main.lean:86:15: error(lean.unknownIdentifier): Unknown constant `Real.exp_lt_one`
```

Fix (accepted with no message):

```diff
@@ -84,5 +84,5 @@
     Real.summable_nat_rpow.2 (by linarith)
   have hq : 0 < 1 - escapeProb D (logSchedule c 2) :=
-    sub_pos.2 (Real.exp_lt_one (div_neg_of_neg_of_pos (by linarith)
+    sub_pos.2 (Real.exp_lt_one_iff.2 (div_neg_of_neg_of_pos (by linarith)
       (logSchedule_escape D hc le_rfl).1.1))
   refine ⟨Real.exp (-((∑' k : ℕ, (k : ℝ) ^ (-(D / c))) /
```

Cause. The message says that no constant called `Real.exp_lt_one` exists in the environment the file sees. The proof calls it to show that the escape probability at step 2 is below one, which `sub_pos.2` then turns into the positivity of `1 - escapeProb D (logSchedule c 2)`. The last line of the proof uses this positivity to divide the inequality between the finite sum and the series.

The repair uses `Real.exp_lt_one_iff`, which the file already uses in `trapProb_bounds`. It is an equivalence between exp x < 1 and x < 0, so `.2` is needed to pass from the negative exponent to the bound on the exponential. The argument, a proof that −D divided by the positive temperature at step 2 is negative, was already the right one and stays as it was.
